# An equilateral triangular box has a positive eigenfunction made of three sine waves

A particle confined by hard walls to a rectangle has eigenfunctions that are products of one sine in $x$ and one in $y$, but in an equilateral triangle the slanted walls rule out such a product. The question is whether a few plane waves can still be combined so that they cancel on all three walls.

```lean
import Mathlib

open Real

namespace EquilateralTriangleBox

noncomputable section

/-- The function `u` is twice differentiable in each coordinate and solves
`-u_xx - u_yy = E u` in the plane (units with `ħ²/2m = 1`). -/
def FreeEigen (E : ℝ) (u : ℝ → ℝ → ℝ) : Prop :=
  ∃ ux uxx uy uyy : ℝ → ℝ → ℝ, ∀ x y,
    HasDerivAt (fun s => u s y) (ux x y) x ∧
    HasDerivAt (fun s => ux s y) (uxx x y) x ∧
    HasDerivAt (fun t => u x t) (uy x y) y ∧
    HasDerivAt (fun t => uy x t) (uyy x y) y ∧
    -uxx x y - uyy x y = E * u x y

/-- Signed distance from the line through the bottom side of the triangle of height 1, positive
inside the triangle. -/
def d1 (_x y : ℝ) : ℝ := y

/-- Signed distance from the line through the left side, positive inside the triangle. -/
def d2 (x y : ℝ) : ℝ := (√3 * x - y) / 2

/-- Signed distance from the line through the right side, positive inside the triangle. -/
def d3 (x y : ℝ) : ℝ := 1 - d1 x y - d2 x y

/-- The sum of the three sine waves `sin (2π dᵢ)`. -/
def ground (x y : ℝ) : ℝ :=
  sin (2 * π * d1 x y) + sin (2 * π * d2 x y) + sin (2 * π * d3 x y)

/-- The sine of the phase `2π (p s - q t)`, for real numbers `s` and `t`. -/
def wave (p q s t : ℝ) : ℝ := sin (2 * π * (p * s - q * t))

/-- The sum of `wave p q` over the six ordered pairs that can be formed from the three entries `r`,
`s`, `t`. -/
def sym (p q r s t : ℝ) : ℝ :=
  wave p q r s + wave p q s t + wave p q t r + wave p q s r + wave p q t s + wave p q r t

/-- The sum of the six waves with integer labels `p`, `q`, taken at the signed distances of the
point `(x, y)`. -/
def mode (p q : ℤ) (x y : ℝ) : ℝ := sym p q (d1 x y) (d2 x y) (d3 x y)

/-- A plane sine wave solves the free equation, with energy the squared length of
its wave vector `(a, b)`. -/
theorem freeEigen_planeWave {E : ℝ} {u : ℝ → ℝ → ℝ} (a b c : ℝ)
    (hu : ∀ x y, u x y = sin (a * x + (b * y + c))) (hE : a ^ 2 + b ^ 2 = E) :
    FreeEigen E u := by
  have hlin : ∀ k m t : ℝ, HasDerivAt (fun s => k * s + m) k t := by
    intro k m t
    simpa using ((hasDerivAt_id' t).const_mul k).add_const m
  obtain rfl : u = fun x y => sin (a * x + (b * y + c)) := by
    funext x y
    exact hu x y
  subst hE
  refine ⟨fun x y => cos (a * x + (b * y + c)) * a,
    fun x y => -sin (a * x + (b * y + c)) * a * a,
    fun x y => cos (a * x + (b * y + c)) * b,
    fun x y => -sin (a * x + (b * y + c)) * b * b, fun x y => ?_⟩
  have hx := hlin a (b * y + c) x
  have hy : HasDerivAt (fun t => a * x + (b * t + c)) b y := (hlin b c y).const_add (a * x)
  refine ⟨hx.sin, hx.cos.mul_const a, hy.sin, hy.cos.mul_const b, ?_⟩
  beta_reduce
  ring

/-- Two solutions of the free equation with the same energy can be superposed. -/
theorem FreeEigen.add {E : ℝ} {u v : ℝ → ℝ → ℝ} (hu : FreeEigen E u) (hv : FreeEigen E v) :
    FreeEigen E (fun x y => u x y + v x y) := by
  obtain ⟨ux, uxx, uy, uyy, hu⟩ := hu
  obtain ⟨vx, vxx, vy, vyy, hv⟩ := hv
  refine ⟨fun x y => ux x y + vx x y, fun x y => uxx x y + vxx x y,
    fun x y => uy x y + vy x y, fun x y => uyy x y + vyy x y, fun x y => ?_⟩
  obtain ⟨h1, h2, h3, h4, h5⟩ := hu x y
  obtain ⟨k1, k2, k3, k4, k5⟩ := hv x y
  refine ⟨h1.fun_add k1, h2.fun_add k2, h3.fun_add k3, h4.fun_add k4, ?_⟩
  beta_reduce
  linear_combination h5 + k5

/-- If two linear coordinates have unit gradients with scalar product `-1/2`, their
combined wave has energy `4π²(p² + pq + q²)`. -/
theorem freeEigen_wave (p q : ℝ) {f g : ℝ → ℝ → ℝ} {a b c a' b' c' : ℝ}
    (hf : ∀ x y, f x y = a * x + b * y + c) (hg : ∀ x y, g x y = a' * x + b' * y + c')
    (h : a ^ 2 + b ^ 2 = 1) (h' : a' ^ 2 + b' ^ 2 = 1) (ho : a * a' + b * b' = -1 / 2) :
    FreeEigen (4 * π ^ 2 * (p ^ 2 + p * q + q ^ 2))
      (fun x y => wave p q (f x y) (g x y)) := by
  refine freeEigen_planeWave (2 * π * (p * a - q * a')) (2 * π * (p * b - q * b'))
    (2 * π * (p * c - q * c')) (fun x y => ?_) ?_
  · rw [hf, hg, wave]
    congr 1
    ring
  · linear_combination 4 * π ^ 2 * (p ^ 2 * h + q ^ 2 * h' - 2 * p * q * ho)

/-- The mode with labels `p`, `q` solves the free equation with energy
`4π²(p² + pq + q²)`. -/
theorem mode_freeEigen (p q : ℤ) :
    FreeEigen (4 * π ^ 2 * ((p : ℝ) ^ 2 + p * q + (q : ℝ) ^ 2)) (mode p q) := by
  have h3 : √3 ^ 2 = (3 : ℝ) := Real.sq_sqrt (by norm_num)
  have e1 : ∀ x y, d1 x y = 0 * x + 1 * y + 0 := by intro x y; unfold d1; ring
  have e2 : ∀ x y, d2 x y = √3 / 2 * x + (-1 / 2) * y + 0 := by
    intro x y; unfold d2; ring
  have e3 : ∀ x y, d3 x y = -(√3 / 2) * x + (-1 / 2) * y + 1 := by
    intro x y; unfold d3 d1 d2; ring
  -- the three gradients are unit vectors at mutual angles of 120 degrees
  have n1 : (0 : ℝ) ^ 2 + 1 ^ 2 = 1 := by norm_num
  have n2 : (√3 / 2) ^ 2 + (-1 / 2 : ℝ) ^ 2 = 1 := by linear_combination h3 / 4
  have n3 : (-(√3 / 2)) ^ 2 + (-1 / 2 : ℝ) ^ 2 = 1 := by linear_combination h3 / 4
  have w12 := freeEigen_wave p q e1 e2 n1 n2 (by ring)
  have w23 := freeEigen_wave p q e2 e3 n2 n3 (by linear_combination -h3 / 4)
  have w31 := freeEigen_wave p q e3 e1 n3 n1 (by ring)
  have w21 := freeEigen_wave p q e2 e1 n2 n1 (by ring)
  have w32 := freeEigen_wave p q e3 e2 n3 n2 (by linear_combination -h3 / 4)
  have w13 := freeEigen_wave p q e1 e3 n1 n3 (by ring)
  exact ((((w12.add w23).add w31).add w21).add w32).add w13

/-- Every mode with integer labels vanishes on the three lines that bound the triangle. -/
theorem mode_boundary (p q : ℤ) (x y : ℝ) (h : d1 x y = 0 ∨ d2 x y = 0 ∨ d3 x y = 0) :
    mode p q x y = 0 := by
  -- on a side the six waves cancel in pairs, by periodicity
  have key : ∀ s : ℝ, sym p q 0 s (1 - s) = 0 := by
    intro s
    have h1 : wave p q s (1 - s) = sin (2 * π * (p + q) * s) := by
      rw [wave, ← Real.sin_sub_int_mul_two_pi (2 * π * (p + q) * s) q]
      congr 1; ring
    have h2 : wave p q (1 - s) 0 = sin (-(2 * π * p * s)) := by
      rw [wave, ← Real.sin_add_int_mul_two_pi (-(2 * π * p * s)) p]
      congr 1; ring
    have h3 : wave p q (1 - s) s = sin (-(2 * π * (p + q) * s)) := by
      rw [wave, ← Real.sin_add_int_mul_two_pi (-(2 * π * (p + q) * s)) p]
      congr 1; ring
    have h4 : wave p q 0 (1 - s) = sin (2 * π * q * s) := by
      rw [wave, ← Real.sin_sub_int_mul_two_pi (2 * π * q * s) q]
      congr 1; ring
    have h5 : wave p q 0 s = sin (-(2 * π * q * s)) := by
      rw [wave]; congr 1; ring
    have h6 : wave p q s 0 = sin (2 * π * p * s) := by
      rw [wave]; congr 1; ring
    rw [sym, h1, h2, h3, h4, h5, h6]
    simp only [Real.sin_neg]
    ring
  have rot : ∀ r s t : ℝ, sym p q r s t = sym p q s t r := by
    intro r s t; unfold sym; ring
  have hsum : d3 x y = 1 - d1 x y - d2 x y := rfl
  unfold mode
  rcases h with h | h | h
  · rw [h, show d3 x y = 1 - d2 x y by linarith]
    exact key _
  · rw [rot, h, show d1 x y = 1 - d3 x y by linarith]
    exact key _
  · rw [rot, rot, h, show d2 x y = 1 - d1 x y by linarith]
    exact key _

/-- The mode with two equal labels is identically zero. -/
theorem mode_self (p : ℤ) (x y : ℝ) : mode p p x y = 0 := by
  have h : ∀ s t : ℝ, wave p p s t = -wave p p t s := by
    intro s t
    rw [wave, wave, ← Real.sin_neg]
    congr 1; ring
  unfold mode sym
  linear_combination h (d1 x y) (d2 x y) + h (d2 x y) (d3 x y) + h (d3 x y) (d1 x y)

/-- The mode with labels `(1, 0)` is twice the sum of the three sine waves. -/
theorem mode_one_zero (x y : ℝ) : mode 1 0 x y = 2 * ground x y := by
  simp only [mode, sym, wave, ground, Int.cast_one, Int.cast_zero, one_mul, zero_mul, sub_zero]
  ring

/-- The sum of the three sine waves is four times the product of the `sin (π dᵢ)`. -/
theorem ground_eq_prod (x y : ℝ) :
    ground x y = 4 * (sin (π * d1 x y) * sin (π * d2 x y) * sin (π * d3 x y)) := by
  have dbl : ∀ t : ℝ, sin (2 * π * t) = 2 * sin (π * t) * cos (π * t) := by
    intro t; rw [mul_assoc, Real.sin_two_mul]
  have e : π * d3 x y = π - (π * d1 x y + π * d2 x y) := by unfold d3; ring
  rw [ground, dbl, dbl, dbl, e, Real.sin_pi_sub, Real.cos_pi_sub, Real.sin_add, Real.cos_add]
  linear_combination
    -2 * sin (π * d2 x y) * cos (π * d2 x y) * Real.sin_sq_add_cos_sq (π * d1 x y)
    - 2 * sin (π * d1 x y) * cos (π * d1 x y) * Real.sin_sq_add_cos_sq (π * d2 x y)

/-- The sum of the three sine waves solves the free equation with energy `4π²`, vanishes
on the sides of the triangle and is positive inside. -/
theorem ground_solves_box :
    FreeEigen (4 * π ^ 2) ground ∧
    (∀ x y, d1 x y = 0 ∨ d2 x y = 0 ∨ d3 x y = 0 → ground x y = 0) ∧
    (∀ x y, 0 < d1 x y → 0 < d2 x y → 0 < d3 x y → 0 < ground x y) := by
  have h3 : √3 ^ 2 = (3 : ℝ) := Real.sq_sqrt (by norm_num)
  refine ⟨?_, fun x y h => ?_, fun x y h1 h2 h3 => ?_⟩
  · have w1 : FreeEigen (4 * π ^ 2) (fun x y => sin (2 * π * d1 x y)) :=
      freeEigen_planeWave 0 (2 * π) 0
        (fun x y => by unfold d1; congr 1; ring) (by ring)
    have w2 : FreeEigen (4 * π ^ 2) (fun x y => sin (2 * π * d2 x y)) :=
      freeEigen_planeWave (π * √3) (-π) 0
        (fun x y => by unfold d2; congr 1; ring) (by linear_combination π ^ 2 * h3)
    have w3 : FreeEigen (4 * π ^ 2) (fun x y => sin (2 * π * d3 x y)) :=
      freeEigen_planeWave (-(π * √3)) (-π) (2 * π)
        (fun x y => by unfold d3 d1 d2; congr 1; ring) (by linear_combination π ^ 2 * h3)
    exact (w1.add w2).add w3
  · rw [ground_eq_prod]
    rcases h with h | h | h <;> simp [h]
  · -- inside, each distance lies strictly between 0 and 1
    have hsum : d3 x y = 1 - d1 x y - d2 x y := rfl
    have pos : ∀ t : ℝ, 0 < t → t < 1 → 0 < sin (π * t) := fun t h0 h1 =>
      Real.sin_pos_of_pos_of_lt_pi (mul_pos Real.pi_pos h0) (by nlinarith [Real.pi_pos])
    have p1 := pos _ h1 (by linarith)
    have p2 := pos _ h2 (by linarith)
    have p3 := pos _ h3 (by linarith)
    rw [ground_eq_prod]
    positivity

end

end EquilateralTriangleBox
```

```lean
#print axioms EquilateralTriangleBox.mode_freeEigen
#print axioms EquilateralTriangleBox.mode_self
#print axioms EquilateralTriangleBox.mode_one_zero
#print axioms EquilateralTriangleBox.ground_solves_box
```

```
'EquilateralTriangleBox.mode_freeEigen' depends on axioms: [propext, Classical.choice, Quot.sound]
'EquilateralTriangleBox.mode_self' depends on axioms: [propext, Classical.choice, Quot.sound]
'EquilateralTriangleBox.mode_one_zero' depends on axioms: [propext, Classical.choice, Quot.sound]
'EquilateralTriangleBox.ground_solves_box' depends on axioms: [propext, Classical.choice, Quot.sound]
```

## The triangle and its three distances

The triangle has height 1, a horizontal bottom side and corners at $(0,0)$, $(2/\sqrt3,0)$ and $(1/\sqrt3,1)$. A point $(x,y)$ inside it is described by its distances to the bottom, left and right sides:

$$d_1=y,\qquad d_2=\frac{\sqrt3\,x-y}{2},\qquad d_3=1-d_1-d_2 .$$

In the file these are the functions `d1`, `d2` and `d3`. They are defined on the whole plane, where they become signed distances. The interior is the region where all three are positive, and each side lies on a line where one of them is zero.

The function called `ground` is

$$u(x,y)=\sin 2\pi d_1+\sin 2\pi d_2+\sin 2\pi d_3 .$$

The theorem `ground_solves_box` states three things about it: it satisfies $-u_{xx}-u_{yy}=4\pi^2u$, it vanishes wherever some $d_i=0$, and it is positive wherever all $d_i>0$. The theorem `ground_eq_prod` adds the identity $u=4\sin\pi d_1\,\sin\pi d_2\,\sin\pi d_3$ at every point of the plane.

The differential equation is expressed by `FreeEigen E u`. It says that there are functions `ux`, `uxx`, `uy` and `uyy` which are, at every point, the actual first and second partial derivatives of $u$, and that $-u_{xx}-u_{yy}=Eu$. This is the stationary Schrödinger equation for zero potential in units with $\hbar^2/2m=1$. The walls enter only through the separate statement that $u$ vanishes on them, which is the condition imposed by an infinitely high potential outside. For a triangle of height $H$ in ordinary units, the energy reads

$$E=\frac{\hbar^2}{2m}\,\frac{4\pi^2}{H^2}.$$

The function $u$ is not normalised. Its square integrates to $\sqrt3/2$ over the triangle of height 1, so the normalised wavefunction is $(4/3)^{1/4}u$.

For one non-interacting particle between hard walls, this gives an exact energy and wavefunction against which a grid or finite-element solver can be tested on a domain with slanted sides.

## A family with two integer labels

For integers $p$ and $q$, `mode p q` is the sum over the six ordered pairs of different distances,

$$M_{pq}=\sum_{i\neq j}\sin 2\pi(p\,d_i-q\,d_j).$$

The theorems `mode_freeEigen` and `mode_boundary` state that it solves the same equation with energy $4\pi^2(p^2+pq+q^2)$ and vanishes on the three lines that bound the triangle.

`FreeEigen` does not demand a nonzero function, so a pair of labels need not give a state. When $p=q$ the sum is identically zero, as `mode_self` records. Some unequal labels, such as $(1,-2)$, also give zero. Moreover, every $M_{pq}$ is unchanged when the three distances are permuted, so the family contains no states of other symmetry, and no completeness of the spectrum is claimed.

The smallest labels show how the family begins. For $(0,0)$ every phase is zero and the mode vanishes. For $(1,0)$ each $\sin2\pi d_i$ occurs twice, once for each choice of $j$, so $M_{10}=2u$; this is `mode_one_zero`. Since $p^2+pq+q^2$ is a positive integer for all other integer labels than $(0,0)$, the value $4\pi^2$ is the lowest energy that a nonzero member of the family can have. That $u$ is the ground state among all states of the box follows from its positivity by a standard argument about Dirichlet eigenfunctions, which the file does not contain.

## Why the energies come out right

A plane sine wave $\sin(ax+by+c)$ has second derivatives $-a^2\sin(\dots)$ and $-b^2\sin(\dots)$, so it solves the equation with $E=a^2+b^2$. Solutions with the same $E$ can be added. These two facts are `freeEigen_planeWave`, which supplies the four derivatives explicitly, and `FreeEigen.add`, which adds them term by term.

The gradients of the distances are

$$g_1=(0,1),\qquad g_2=\left(\tfrac{\sqrt3}{2},-\tfrac12\right),\qquad g_3=\left(-\tfrac{\sqrt3}{2},-\tfrac12\right).$$

They are unit vectors at mutual angles of $120^\circ$, so $g_i\cdot g_j=-\tfrac12$ for $i\ne j$. The wave $\sin2\pi d_i$ therefore has energy $(2\pi)^2|g_i|^2=4\pi^2$, and adding three such waves gives the equation for $u$. In `ground_solves_box` they appear as `w1`, `w2` and `w3`.

The wave in $M_{pq}$ that belongs to the pair $(i,j)$ has wave vector $2\pi(p\,g_i-q\,g_j)$, whose squared length is

$$4\pi^2\left(p^2|g_i|^2-2pq\,g_i\cdot g_j+q^2|g_j|^2\right)=4\pi^2(p^2+pq+q^2).$$

This is `freeEigen_wave`, stated for any two linear coordinates with such gradients. The proof of `mode_freeEigen` applies it to the six ordered pairs and adds the results.

## Cancellation on the walls

Take a point with $d_1=0$ and write $d_2=s$, so that $d_3=1-s$. Because $p$ and $q$ are integers, whole multiples of $2\pi$ can be removed from the phases, and the six waves become

$$
\begin{aligned}
(1,2)&:\ -\sin2\pi qs, & (1,3)&:\ \sin2\pi qs,\\
(2,1)&:\ \sin2\pi ps, & (3,1)&:\ -\sin2\pi ps,\\
(2,3)&:\ \sin2\pi(p+q)s, & (3,2)&:\ -\sin2\pi(p+q)s.
\end{aligned}
$$

Each row sums to zero. In `mode_boundary` this calculation is the local statement `key`, with `h1` to `h6` for the six waves. The other two sides need no new calculation: by `rot`, the sum is unchanged when the three distances are permuted cyclically, which moves the vanishing distance into first place.

When $p=q$, exchanging the two distances in a wave reverses its sign, so the six terms cancel in pairs everywhere and not only on the walls. This is the proof of `mode_self`.

## From the sum to the product

Put $\alpha=\pi d_1$ and $\beta=\pi d_2$. Then $\pi d_3=\pi-(\alpha+\beta)$, so $\sin2\pi d_3=-\sin2(\alpha+\beta)$, and

$$
\begin{aligned}
u&=\sin2\alpha+\sin2\beta-\sin2(\alpha+\beta)\\
&=2\sin(\alpha+\beta)\left[\cos(\alpha-\beta)-\cos(\alpha+\beta)\right]\\
&=4\sin\alpha\,\sin\beta\,\sin(\alpha+\beta).
\end{aligned}
$$

Since $\sin(\alpha+\beta)=\sin\pi d_3$, this is the product formula. The Lean proof takes a slightly different route: it expands both sides with the double-angle and addition theorems into polynomials in $\sin\alpha$, $\cos\alpha$, $\sin\beta$ and $\cos\beta$, and then uses $\sin^2+\cos^2=1$ for each angle.

The product makes the remaining claims visible. If some $d_i=0$, one factor is zero. If all three distances are positive, each is also less than 1 because they sum to 1. Then $0<\pi d_i<\pi$, every factor is positive, and so is $u$. In the last part of `ground_solves_box`, `pos` gives the sign of one factor, and `positivity` combines the three.

## How `linear_combination` finishes the algebra

Several of these proofs come down to an equation that follows from known equations by multiplying them with suitable factors and adding. The tactic `linear_combination` takes those factors from the user. It subtracts the resulting combination from the goal and lets `ring` check that what remains is a polynomial identity.

In `freeEigen_wave` the known equations are `h` and `h'`, which say that the gradients have unit length, and `ho`, which says that their scalar product is $-\tfrac12$. The factors $4\pi^2p^2$, $4\pi^2q^2$ and $-8\pi^2pq$ are exactly those that multiply $|g_i|^2$, $|g_j|^2$ and $g_i\cdot g_j$ in the expansion of the squared wave vector. In `ground_eq_prod` the same tactic uses the two Pythagorean identities, with factors $-2\sin\beta\cos\beta$ for $\alpha$ and $-2\sin\alpha\cos\alpha$ for $\beta$. The double-angle and addition theorems are applied before the tactic is called; `ring` then treats the remaining sines and cosines as plain variables.
